# Exchange model of three open shells: no doublet lies below the quartet when the couplings are nonnegative

## Is a positive total coupling enough for the quartet to win?

Number three singly occupied shells 0, 1 and 2, and let exactly one of the three spins point down. There are three such states $|0\rangle,|1\rangle,|2\rangle$, labelled by the shell with the down spin. Let $P_{ij}$ be the matrix that exchanges the spins of shells $i$ and $j$, and take

$$H=-(aP_{01}+bP_{02}+cP_{12})$$

with real couplings $a,b,c$.

I expected the quartet, at energy $-(a+b+c)$, to be lowest whenever the couplings add up to something positive. But for $a=b=1$, $c=-1$ I find a level at $-2$, below the supposed quartet at $-1$. For $a=1$, $b=c=0$ there is a tie at $-1$. What is the exact condition? And how do I know which root is the quartet without simply declaring it?

## Two signs decide it, and the total spin supplies the labels

Write $v_k$ for the amplitude of $|k\rangle$ and introduce three combinations of the couplings:

$$s=a+b+c,\qquad q=ab+ac+bc,\qquad D=a^2+b^2+c^2-ab-ac-bc.$$

The level $-s$ is lowest, ties allowed, exactly when $s\ge 0$ and $q\ge 0$. Your first example has $s=1$ but $q=-1$. Your second has $q=0$, which is the case of a tie. Nonnegative couplings satisfy both conditions, and this is Hund's rule of maximum spin within the model.

For orthogonal orbitals and the Coulomb repulsion, the couplings are exchange integrals, which are nonnegative. Negative couplings, as in your first example, can arise in effective spin models, where virtual hopping between shells favours antiparallel spins. The energy common to all three states is left out, since it only shifts the zero of energy.

### Spin labels from the raising operator

In units of $\hbar$, the raising operator $S_+$ turns each $|k\rangle$ into the state with all spins up, so its matrix is the row $(1,1,1)$. The three states have total spin component $M=1/2$ along the quantisation axis. Every quartet and every doublet contains one state with this $M$, so no level is missed. On these states,

$$S^2=S_-S_++M(M+1),\qquad (S^2v)_k=(v_0+v_1+v_2)+\tfrac34 v_k .$$

For a quartet, $S^2v=\frac{15}{4}v$. This gives $v_0+v_1+v_2=3v_k$ for every $k$, so the amplitudes are equal, and the normalised state is $(1,1,1)/\sqrt3$. For a doublet, $S^2v=\frac34v$, which gives $v_0+v_1+v_2=0$.

Now write out $H$. Exchanging shells 0 and 1 leaves $|2\rangle$ alone, so $a$ appears on the diagonal in the last place, and similarly for the others:

$$H=-\begin{pmatrix}c&a&b\\a&b&c\\b&c&a\end{pmatrix}.$$

Every row sums to $-s$, so equal amplitudes have energy $-s$. That identifies the quartet.

For the doublets, square $H$. Each exchange squares to the identity. The product of two different exchanges is a cyclic permutation, and the opposite order gives the inverse one. With $R$ one of the two cyclic permutations,

$$H^2=(a^2+b^2+c^2)\,1+q\,(R+R^2).$$

The matrix $1+R+R^2$ has all entries equal to 1, so it annihilates amplitudes that sum to zero. On doublets $R+R^2$ is therefore $-1$, and $H^2=D$. The trace of $H$ is $-s$, all of which is taken up by the quartet, so the two doublet energies add to zero and are $\pm\sqrt D$.

### The determinant and the comparison of levels

The same levels follow from the characteristic polynomial:

$$\begin{aligned}\det(X-H)&=(X+a)(X+b)(X+c)-a^2(X+a)-b^2(X+b)-c^2(X+c)+2abc\\&=X^3+sX^2-DX-(a^3+b^3+c^3-3abc).\end{aligned}$$

Since $a^3+b^3+c^3-3abc=sD$, this factors as $(X+s)(X^2-D)$. The square root is real because

$$D=\tfrac12\left[(a-b)^2+(a-c)^2+(b-c)^2\right]\ge0 .$$

The lower doublet is at $-\sqrt D$, so the quartet is lowest exactly when $\sqrt D\le s$. This is equivalent to the pair of conditions $s\ge0$ and $D\le s^2$. Because $s^2-D=3q$, the second condition is $q\ge0$.

The place to be careful is the squaring. If you square $\sqrt D\le s$ and keep only $q\ge0$, you lose the sign of $s$. For $a=b=c=-1$ one has $q=3$, yet the quartet lies at $3$ and both doublets lie at $0$. Your own example shows the reverse failure, where $s\ge0$ is kept and $q\ge0$ is forgotten.

For nonnegative couplings, the quartet lies strictly below both doublets exactly when $q>0$, that is, when at least two couplings are positive. With only $a>0$, shell 2 is uncoupled. Its spin can then be turned at no cost in energy, hence your tie.

### The Lean file

```lean
import Mathlib

open Matrix Polynomial

namespace ThreeShellExchange

noncomputable section

/-- The exchange of shells `i` and `j`, acting on the three states in which exactly one shell
carries a down spin: the state with the down spin in shell `l` goes to the one with it in the
exchanged shell. -/
def exchange (i j : Fin 3) : Matrix (Fin 3) (Fin 3) ℝ :=
  Matrix.of fun k l => if k = Equiv.swap i j l then 1 else 0

/-- The exchange Hamiltonian `-(a P01 + b P02 + c P12)` of three open shells, where `Pij` is
`exchange i j`. -/
def hamiltonian (a b c : ℝ) : Matrix (Fin 3) (Fin 3) ℝ :=
  -(a • exchange 0 1 + b • exchange 0 2 + c • exchange 1 2)

/-- The spin raising operator from the three states with one down spin to the state with all
spins up, in units of `ħ`. -/
def raising : Matrix (Fin 1) (Fin 3) ℝ := !![1, 1, 1]

/-- The total spin squared, `S₋ S₊ + M (M + 1)`, on the states with `M = 1/2`, in units
of `ħ²`. -/
def spinSq : Matrix (Fin 3) (Fin 3) ℝ :=
  raisingᵀ * raising + ((1 / 2 : ℝ) * (1 / 2 + 1)) • (1 : Matrix (Fin 3) (Fin 3) ℝ)

/-- The combination `a² + b² + c² - ab - ac - bc` of the three exchange couplings. -/
def doubletSq (a b c : ℝ) : ℝ := a ^ 2 + b ^ 2 + c ^ 2 - a * b - a * c - b * c

/-- The exchange Hamiltonian written out in the basis labelled by the shell with the down
spin. -/
theorem hamiltonian_eq (a b c : ℝ) :
    hamiltonian a b c = !![-c, -a, -b; -a, -b, -c; -b, -c, -a] := by
  ext i j
  fin_cases i <;> fin_cases j <;> simp [hamiltonian, exchange, Equiv.swap_apply_def]

/-- The total spin squared adds the sum of all amplitudes to `3/4` of each amplitude. -/
theorem spinSq_mulVec (v : Fin 3 → ℝ) (i : Fin 3) :
    (spinSq *ᵥ v) i = (v 0 + v 1 + v 2) + 3 / 4 * v i := by
  fin_cases i <;>
    simp [spinSq, raising, Matrix.mulVec, dotProduct, Fin.sum_univ_three, Matrix.mul_apply,
      Matrix.one_apply] <;> ring

/-- A quartet state, with total spin squared `15/4`, has exchange energy `-(a + b + c)`. -/
theorem quartet_energy (a b c : ℝ) (v : Fin 3 → ℝ) (h : spinSq *ᵥ v = (15 / 4 : ℝ) • v) :
    hamiltonian a b c *ᵥ v = (-(a + b + c)) • v := by
  have h0 := congrFun h 0
  have h1 := congrFun h 1
  have h2 := congrFun h 2
  rw [spinSq_mulVec, Pi.smul_apply, smul_eq_mul] at h0 h1 h2
  -- the three amplitudes of a quartet state are equal
  have e1 : v 1 = v 0 := by linarith
  have e2 : v 2 = v 0 := by linarith
  rw [hamiltonian_eq]
  ext i
  fin_cases i <;>
    simp [Matrix.mulVec, dotProduct, Fin.sum_univ_three, e1, e2] <;> ring

/-- On doublet states, with total spin squared `3/4`, the square of the exchange Hamiltonian is
the number `a² + b² + c² - ab - ac - bc`. -/
theorem doublet_energy_sq (a b c : ℝ) (v : Fin 3 → ℝ) (h : spinSq *ᵥ v = (3 / 4 : ℝ) • v) :
    hamiltonian a b c *ᵥ (hamiltonian a b c *ᵥ v) = doubletSq a b c • v := by
  have h0 := congrFun h 0
  rw [spinSq_mulVec, Pi.smul_apply, smul_eq_mul] at h0
  -- the amplitudes of a doublet state sum to zero
  have e : v 2 = -v 0 - v 1 := by linarith
  rw [hamiltonian_eq]
  ext i
  fin_cases i <;>
    simp [Matrix.mulVec, dotProduct, Fin.sum_univ_three, e, doubletSq] <;> ring

/-- The characteristic polynomial of the exchange Hamiltonian is
`(X + a + b + c) (X² - (a² + b² + c² - ab - ac - bc))`. -/
theorem charpoly_hamiltonian (a b c : ℝ) :
    (hamiltonian a b c).charpoly =
      (X + C (a + b + c)) * (X ^ 2 - C (doubletSq a b c)) := by
  rw [hamiltonian_eq, Matrix.charpoly, Matrix.det_fin_three]
  simp [doubletSq]
  ring

/-- The combination `a² + b² + c² - ab - ac - bc` is nonnegative for all real couplings. -/
theorem doubletSq_nonneg (a b c : ℝ) : 0 ≤ doubletSq a b c := by
  unfold doubletSq
  nlinarith [sq_nonneg (a - b), sq_nonneg (a - c), sq_nonneg (b - c)]

/-- The energy levels are `-(a + b + c)` and `±√(a² + b² + c² - ab - ac - bc)`. -/
theorem isRoot_iff (a b c E : ℝ) :
    (hamiltonian a b c).charpoly.IsRoot E ↔
      E = -(a + b + c) ∨ E = √(doubletSq a b c) ∨ E = -√(doubletSq a b c) := by
  have hs := Real.sq_sqrt (doubletSq_nonneg a b c)
  rw [charpoly_hamiltonian, Polynomial.IsRoot.def]
  simp only [eval_mul, eval_add, eval_sub, eval_pow, eval_X, eval_C, mul_eq_zero]
  constructor
  · rintro (h | h)
    · left
      linarith
    · right
      have hp : (E - √(doubletSq a b c)) * (E + √(doubletSq a b c)) = 0 := by
        linear_combination h - hs
      rcases mul_eq_zero.mp hp with h' | h'
      · left
        linarith
      · right
        linarith
  · rintro (h | h | h)
    · left
      linarith
    · right
      rw [h]
      linear_combination hs
    · right
      rw [h]
      linear_combination hs

/-- For real couplings of any sign, the level `-(a + b + c)` is lowest exactly when
`a + b + c` and `ab + ac + bc` are both nonnegative. -/
theorem quartet_lowest_iff (a b c : ℝ) :
    (∀ E, (hamiltonian a b c).charpoly.IsRoot E → -(a + b + c) ≤ E) ↔
      0 ≤ a + b + c ∧ 0 ≤ a * b + a * c + b * c := by
  constructor
  · intro h
    -- compare with the lower of the two doublet levels
    have hE := h _ ((isRoot_iff a b c _).2 (Or.inr (Or.inr rfl)))
    have s0 := Real.sqrt_nonneg (doubletSq a b c)
    refine ⟨by linarith, ?_⟩
    have hsq : √(doubletSq a b c) ^ 2 ≤ (a + b + c) ^ 2 :=
      pow_le_pow_left₀ s0 (by linarith) 2
    rw [Real.sq_sqrt (doubletSq_nonneg a b c)] at hsq
    unfold doubletSq at hsq
    nlinarith
  · rintro ⟨h1, h2⟩ E hE
    have hle : √(doubletSq a b c) ≤ a + b + c :=
      Real.sqrt_le_iff.mpr ⟨h1, by unfold doubletSq; nlinarith⟩
    have s0 := Real.sqrt_nonneg (doubletSq a b c)
    rcases (isRoot_iff a b c E).1 hE with h | h | h <;> linarith

/-- In the exchange model of three open shells with nonnegative couplings, no energy level lies
below `-(a + b + c)`, and this level lies strictly below `-√(a² + b² + c² - ab - ac - bc)` exactly
when `ab + ac + bc` is positive. -/
theorem hund_rule {a b c : ℝ} (ha : 0 ≤ a) (hb : 0 ≤ b) (hc : 0 ≤ c) :
    (∀ E, (hamiltonian a b c).charpoly.IsRoot E → -(a + b + c) ≤ E) ∧
      (-(a + b + c) < -√(doubletSq a b c) ↔ 0 < a * b + a * c + b * c) := by
  have ht : 0 ≤ a + b + c := by positivity
  refine ⟨(quartet_lowest_iff a b c).2 ⟨ht, by positivity⟩, ?_⟩
  have s0 := Real.sqrt_nonneg (doubletSq a b c)
  have hs := Real.sq_sqrt (doubletSq_nonneg a b c)
  -- the squares of the two energies differ by three times the pair sum
  have hd : (a + b + c) ^ 2 - doubletSq a b c = 3 * (a * b + a * c + b * c) := by
    unfold doubletSq
    ring
  constructor
  · intro h
    have hlt : √(doubletSq a b c) < a + b + c := by linarith
    have hsq := pow_lt_pow_left₀ hlt s0 two_ne_zero
    linarith
  · intro h
    by_contra hn
    have hle : a + b + c ≤ √(doubletSq a b c) := by linarith [not_lt.mp hn]
    have hsq := pow_le_pow_left₀ ht hle 2
    linarith

end

end ThreeShellExchange
```

```lean
#print axioms ThreeShellExchange.quartet_energy
#print axioms ThreeShellExchange.doublet_energy_sq
#print axioms ThreeShellExchange.hund_rule
```

```
'ThreeShellExchange.quartet_energy' depends on axioms: [propext, Classical.choice, Quot.sound]
'ThreeShellExchange.doublet_energy_sq' depends on axioms: [propext, Classical.choice, Quot.sound]
'ThreeShellExchange.hund_rule' depends on axioms: [propext, Classical.choice, Quot.sound]
```

### What the statements say

The type `Fin 3` has the elements 0, 1, 2, which are the shell labels used above. The matrix `exchange i j` is $P_{ij}$. The entry of `exchange i j` in row `k` and column `l` is 1 when the exchange sends the down spin from shell `l` to shell `k`. The definition `hamiltonian` is $H$ with its overall minus sign, so positive couplings favour parallel spins. The definition `doubletSq` is $D$.

The spin operator is constructed and not postulated as a table of labels: `spinSq` is `raisingᵀ * raising` plus $\frac34$ times the identity. The transpose serves as the lowering operator because the matrix is real. Amplitudes are real functions `Fin 3 → ℝ`, which suffices for a real symmetric $H$, and they need not be normalised. The notation `*ᵥ` applies a matrix to such a vector.

- `quartet_energy` says that any vector with total spin squared $15/4$ satisfies $Hv=-sv$.
- `doublet_energy_sq` says that any vector with total spin squared $3/4$ satisfies $H(Hv)=Dv$.
- `charpoly_hamiltonian` is the factorisation $(X+s)(X^2-D)$, where `C` turns a number into a constant polynomial.
- `isRoot_iff` lists the roots as $-s$, $\sqrt D$ and $-\sqrt D$. For a real symmetric matrix these are the energy levels.
- `quartet_lowest_iff` gives the two sign conditions for couplings of any sign. "Lowest" means that no root is smaller, so a tie counts.
- `hund_rule` assumes $a,b,c\ge0$. It concludes that no root lies below $-s$, and that $-s<-\sqrt D$ holds exactly when $q>0$.

The assignment of one doublet to each sign of $\sqrt D$ rests on the trace argument given earlier, which the file does not contain.

The model has one fixed orbital per shell, one electron in each, no explicit hopping and no spin-orbit coupling. The couplings are given numbers, and their nonnegativity is a hypothesis of `hund_rule`, not a consequence of the Coulomb interaction derived there. Hund's rule for atoms compares the terms of a configuration with orbital degeneracy, and this result compares only the spin states of three such shells.

In electronic structure calculations, a determinant with one reversed spin corresponds to one of the $|k\rangle$. In this three-spin model with fixed orbitals, it has weight $1/3$ on the quartet, so its energy is in general not that of a doublet.

### How Lean carries out the steps

**Matrices.** `hamiltonian_eq` checks the nine entries of the displayed matrix: `fin_cases` runs through rows and columns, and `simp` evaluates the exchanges. `spinSq_mulVec` establishes the formula for $(S^2v)_k$ in the same way, one component at a time.

**Spin states.** In `quartet_energy`, the eigenvalue equation is read off in its three components `h0`, `h1`, `h2`. From these `linarith` derives `v 1 = v 0` and `v 2 = v 0`, and what remains is the row sum. In `doublet_energy_sq`, the first component alone gives a vanishing sum of amplitudes, used in the form `v 2 = -v 0 - v 1`. Lean then multiplies out $H(Hv)$ and compares components with `ring`, where the derivation above used the cyclic permutations.

**Levels.** `charpoly_hamiltonian` expands the determinant with `Matrix.det_fin_three`, and `ring` confirms the factorisation, including the identity for $a^3+b^3+c^3-3abc$. `doubletSq_nonneg` hands the three squared differences to `nlinarith`. With $D\ge0$ available, `isRoot_iff` can use $(\sqrt D)^2=D$ to split $E^2-D=0$ into $(E-\sqrt D)(E+\sqrt D)=0$. The converse direction substitutes each level back into the polynomial.

**Ordering.** For the forward direction of `quartet_lowest_iff`, the assumption is applied to the root $-\sqrt D$. This yields $\sqrt D\le s$, hence $s\ge0$, and squaring gives $q\ge0$. For the backward direction, `Real.sqrt_le_iff` asks for exactly the two facts $s\ge0$ and $D\le s^2$, so the sign condition enters explicitly. The three possible roots are then compared with $-s$ one by one.

The first half of `hund_rule` applies this criterion, with `positivity` supplying both signs. The second half records $s^2-D=3q$ as `hd`. If the quartet is strictly lower, then $\sqrt D<s$, and squaring gives $q>0$. Conversely, if $q>0$ but the quartet were not strictly lower, then $s\le\sqrt D$. Squaring is allowed because $s\ge0$, and it would give $3q\le0$, a contradiction.
